# No consistent explicit Runge–Kutta method is time-symmetric for $\dot y=\mu y$ with $\mu\neq 0$

A time-symmetric integrator retraces its trajectory when the sign of the time step is reversed. Here a state is a real or complex number, and a step is a relation between two states, not a function. An $s$-stage Runge–Kutta method with coefficients $a_{ij}$ and weights $b_i$ leads from $y$ to $y_1$ with step size $h$ if there are slopes $k_i$ with

$$k_i=f\Big(y+h\sum_j a_{ij}k_j\Big),\qquad y_1=y+h\sum_i b_ik_i .$$

This also makes sense for implicit methods, whose stage equations may have no solution or several. The method is time-symmetric for $\dot y=f(y)$ if every step from $y$ to $y_1$ with $h$ is also a step from $y_1$ to $y$ with $-h$. No momenta are flipped.

Explicit means $a_{ij}=0$ for $i\le j$. Consistent means $\sum_i b_i=1$, so that a constant slope produces the exact displacement.

## The growth factor and its reverse

Take $f(y)=\mu y$ with $\mu\ne0$ and put $z=\mu h$. Define polynomials stage by stage:

$$P_i(z)=1+z\sum_{j<i}a_{ij}P_j(z).$$

If $k_j=\mu P_j(z)y$ for all $j<i$, then

$$k_i=\mu\Big(y+h\sum_{j<i}a_{ij}\,\mu P_j(z)y\Big)=\mu P_i(z)y .$$

By induction this fixes all slopes, and

$$y_1=R(z)y,\qquad R(z)=1+z\sum_i b_iP_i(z).$$

The backward step multiplies by $R(-z)$, so a non-zero state returns exactly when $R(z)R(-z)=1$. If this held identically in $z$, comparing degrees would give $2\deg R=0$, and $R$ would be constant. But $P_i(0)=1$, so the linear coefficient of $R$ is $\sum_i b_i=1$. Hence $R(z)R(-z)-1$ is a non-zero polynomial with finitely many roots, and only finitely many $h=z/\mu$ permit a return. Every interval $(0,\varepsilon)$ therefore contains a step size that fails.

For $\mu=-iE/\hbar$ this concerns the amplitude of a single quantum state of energy $E\neq0$. The passage to many coupled coordinates with nonlinear forces is not supplied: a method that fails here has at least one $f$ for which it is not symmetric, but whether it is symmetric for a particular molecular force law is not decided here. Velocity Verlet, which updates positions and velocities by different rules, is not a method of this form.

## From steps to polynomials in Lean

The scalars `𝕜` are real or complex, and the stages are numbered from 0 by `Fin s`.

```lean
import Mathlib

open Polynomial

namespace ExplicitRungeKuttaReversibility

noncomputable section

variable {𝕜 : Type*} [RCLike 𝕜] {s : ℕ}
```

In `IsStep`, the matrix `A` holds the $a_{ij}$, and the variable `y'` is the new state $y_1$. Only in the differential equations quoted in docstrings, such as `y' = f y`, does the prime mean a derivative.

```lean
/-- One Runge-Kutta step of size `h` for `y' = f y` leads from `y` to `y'`: there are stage
slopes `k` that solve the stage equations, and `y'` is `y` plus `h` times their weighted sum. -/
def IsStep (A : Matrix (Fin s) (Fin s) 𝕜) (b : Fin s → 𝕜) (f : 𝕜 → 𝕜) (h y y' : 𝕜) : Prop :=
  ∃ k : Fin s → 𝕜, (∀ i, k i = f (y + h * ∑ j, A i j * k j)) ∧ y' = y + h * ∑ i, b i * k i

/-- A method is explicit if each stage uses only earlier stages: its coefficient matrix is
strictly lower triangular. -/
def IsExplicit (A : Matrix (Fin s) (Fin s) 𝕜) : Prop :=
  ∀ i j, i ≤ j → A i j = 0

/-- A method is time-symmetric for `y' = f y` if every step with `h` is undone by a step
with `-h`. -/
def IsTimeSymmetric (A : Matrix (Fin s) (Fin s) 𝕜) (b : Fin s → 𝕜) (f : 𝕜 → 𝕜) : Prop :=
  ∀ h y y', IsStep A b f h y y' → IsStep A b f (-h) y' y
```

`stagePoly` and `growthPoly` are $P_i$ and $R$; the latter is usually called the stability function.

```lean
/-- The stage polynomials, built recursively, each from the earlier stages only. -/
def stagePoly (A : Matrix (Fin s) (Fin s) 𝕜) (i : Fin s) : 𝕜[X] :=
  1 + X * ∑ j : Fin s, if _ : j < i then C (A i j) * stagePoly A j else 0
termination_by i.val
decreasing_by exact ‹j < i›

/-- The growth polynomial, assembled from the stage polynomials with the weights `b`. -/
def growthPoly (A : Matrix (Fin s) (Fin s) 𝕜) (b : Fin s → 𝕜) : 𝕜[X] :=
  1 + X * ∑ i, C (b i) * stagePoly A i
```

The recursion sums over earlier stages only. Explicitness makes the remaining terms vanish, which gives the full stage equations.

```lean
/-- For an explicit method the stage polynomials solve the full stage equations. -/
theorem stagePoly_eq {A : Matrix (Fin s) (Fin s) 𝕜} (hA : IsExplicit A) (i : Fin s) :
    stagePoly A i = 1 + X * ∑ j, C (A i j) * stagePoly A j := by
  rw [stagePoly]
  congr 2
  refine Finset.sum_congr rfl fun j _ => ?_
  split_ifs with hji
  · rfl
  · rw [hA i j (not_lt.mp hji), map_zero, zero_mul]
```

The next theorem states that $y_1=R(\mu h)y$ is the one and only result of a step. Strong induction on the stage number determines the slopes; conversely, the slopes $\mu P_i(\mu h)y$ are shown to solve the equations.

```lean
/-- An explicit step for `y' = μ y` exists, is unique, and multiplies the state by the growth
polynomial evaluated at `μ h`. -/
theorem isStep_iff {A : Matrix (Fin s) (Fin s) 𝕜} (hA : IsExplicit A) (b : Fin s → 𝕜)
    (μ h y y' : 𝕜) :
    IsStep A b (fun x => μ * x) h y y' ↔ y' = (growthPoly A b).eval (μ * h) * y := by
  have hp : ∀ i, (stagePoly A i).eval (μ * h)
      = 1 + μ * h * ∑ j, A i j * (stagePoly A j).eval (μ * h) := by
    intro i
    have e := congrArg (eval (μ * h)) (stagePoly_eq hA i)
    simpa only [eval_add, eval_one, eval_mul, eval_X, Polynomial.eval_finsetSum, eval_C] using e
  have hR : (growthPoly A b).eval (μ * h)
      = 1 + μ * h * ∑ i, b i * (stagePoly A i).eval (μ * h) := by
    simp only [growthPoly, eval_add, eval_one, eval_mul, eval_X, Polynomial.eval_finsetSum, eval_C]
  have hl : ∀ c : Fin s → 𝕜, ∑ j, c j * (μ * (stagePoly A j).eval (μ * h) * y)
      = μ * y * ∑ j, c j * (stagePoly A j).eval (μ * h) := by
    intro c
    rw [Finset.mul_sum]
    exact Finset.sum_congr rfl fun j _ => by ring
  constructor
  · rintro ⟨k, hk, hy⟩
    -- the slopes are fixed one after the other
    have key : ∀ n : ℕ, ∀ i : Fin s, i.val = n →
        k i = μ * (stagePoly A i).eval (μ * h) * y := by
      intro n
      induction n using Nat.strong_induction_on with
      | _ n ih =>
        intro i hi
        have hs : ∑ j, A i j * k j
            = ∑ j, A i j * (μ * (stagePoly A j).eval (μ * h) * y) := by
          refine Finset.sum_congr rfl fun j _ => ?_
          by_cases hij : i ≤ j
          · rw [hA i j hij, zero_mul, zero_mul]
          · have hlt : j.val < i.val := not_le.mp hij
            rw [ih j.val (hi ▸ hlt) j rfl]
        have h1 : k i = μ * (y + h * ∑ j, A i j * k j) := hk i
        linear_combination h1 + μ * h * hs + μ * h * hl (A i) - μ * y * hp i
    have hs : ∑ i, b i * k i = ∑ i, b i * (μ * (stagePoly A i).eval (μ * h) * y) :=
      Finset.sum_congr rfl fun i _ => by rw [key i.val i rfl]
    linear_combination hy + h * hs + h * hl b - y * hR
  · intro hy
    refine ⟨fun i => μ * (stagePoly A i).eval (μ * h) * y, fun i => ?_, ?_⟩
    · show μ * (stagePoly A i).eval (μ * h) * y
        = μ * (y + h * ∑ j, A i j * (μ * (stagePoly A j).eval (μ * h) * y))
      linear_combination μ * y * hp i - μ * h * hl (A i)
    · show y' = y + h * ∑ i, b i * (μ * (stagePoly A i).eval (μ * h) * y)
      linear_combination hy + y * hR - h * hl b
```

## Only finitely many step sizes allow a return

Composition with `-X` produces $R(-z)$. A polynomial with a polynomial inverse is a unit and so has degree zero, which contradicts the linear coefficient 1.

```lean
/-- If the weights sum to 1, the growth polynomial `R(X)` and its reflection `R(-X)` do not have
product 1. -/
theorem growthPoly_mul_reverse_ne_one (A : Matrix (Fin s) (Fin s) 𝕜) {b : Fin s → 𝕜}
    (hb : ∑ i, b i = 1) : growthPoly A b * (growthPoly A b).comp (-X) ≠ 1 := by
  intro h
  -- a polynomial with a polynomial inverse is constant
  have hu : IsUnit (growthPoly A b) := ⟨⟨_, _, h, by rw [mul_comm]; exact h⟩, rfl⟩
  have h0 : (growthPoly A b).coeff 1 = 0 :=
    coeff_eq_zero_of_natDegree_lt (by rw [natDegree_eq_zero_of_isUnit hu]; exact one_pos)
  -- but the linear coefficient is the sum of the weights
  have hP : ∀ i, (stagePoly A i).coeff 0 = 1 := by
    intro i
    rw [stagePoly]
    simp [mul_coeff_zero]
  have h1 : (growthPoly A b).coeff 1 = 1 := by
    have e : (X * ∑ i, C (b i) * stagePoly A i).coeff 1
        = (∑ i, C (b i) * stagePoly A i).coeff 0 := coeff_X_mul _ 0
    rw [growthPoly, coeff_add, e, Polynomial.finsetSum_coeff]
    simp [coeff_one, hP, hb]
  exact one_ne_zero (h1.symm.trans h0)
```

The set below contains each $h$ for which at least one non-zero state returns. After cancelling that state, $\mu h$ is a root of $R(z)R(-z)-1$; since $\mu\ne0$, finitely many roots give finitely many $h$.

```lean
/-- For a consistent explicit Runge-Kutta method and `y' = μ y` with `μ ≠ 0`, only finitely many
step sizes `h` let the step with `-h` undo the step with `h` on some non-zero state. -/
theorem finite_reversible_steps {A : Matrix (Fin s) (Fin s) 𝕜} (hA : IsExplicit A)
    {b : Fin s → 𝕜} (hb : ∑ i, b i = 1) {μ : 𝕜} (hμ : μ ≠ 0) :
    {h : 𝕜 | ∃ y, y ≠ 0 ∧ ∃ y', IsStep A b (fun x => μ * x) h y y' ∧
      IsStep A b (fun x => μ * x) (-h) y' y}.Finite := by
  classical
  have hQ : growthPoly A b * (growthPoly A b).comp (-X) - 1 ≠ 0 :=
    sub_ne_zero.mpr (growthPoly_mul_reverse_ne_one A hb)
  refine ((Polynomial.finite_setOfPred_isRoot hQ).preimage (f := fun h => μ * h)
    (mul_right_injective₀ hμ).injOn).subset ?_
  rintro h ⟨y, hy, y', h1, h2⟩
  rw [isStep_iff hA] at h1 h2
  rw [h1, mul_neg] at h2
  show eval (μ * h) (growthPoly A b * (growthPoly A b).comp (-X) - 1) = 0
  simp only [eval_sub, eval_mul, eval_comp, eval_neg, eval_X, eval_one]
  apply mul_right_cancel₀ hy
  linear_combination -h2
```

Time symmetry would put every scalar $h$ into this finite set, with $y=1$ as the returning state. For complex scalars the definition also admits complex $h$, but the failure is not confined to those: the finite set leaves out all but finitely many real time steps.

```lean
/-- No consistent explicit Runge-Kutta method is time-symmetric for `y' = μ y` with `μ ≠ 0`. -/
theorem explicit_not_timeSymmetric {A : Matrix (Fin s) (Fin s) 𝕜} (hA : IsExplicit A)
    {b : Fin s → 𝕜} (hb : ∑ i, b i = 1) {μ : 𝕜} (hμ : μ ≠ 0) :
    ¬ IsTimeSymmetric A b (fun x => μ * x) := by
  intro hS
  refine Set.infinite_univ (α := 𝕜) ((finite_reversible_steps hA hb hμ).subset fun h _ => ?_)
  have h1 := (isStep_iff hA b μ h 1 _).2 rfl
  exact ⟨1, one_ne_zero, _, h1, hS _ _ _ h1⟩
```

For real $\dot y=y$, removing a finite set from $(0,\varepsilon)$ leaves a step size that fails for all non-zero starts at once.

```lean
/-- For the real equation `y' = y` and a consistent explicit method, there are arbitrarily small
steps `h > 0` such that going forward with `h` and back with `-h` misses every non-zero start. -/
theorem exists_small_irreversible_step {A : Matrix (Fin s) (Fin s) ℝ} (hA : IsExplicit A)
    {b : Fin s → ℝ} (hb : ∑ i, b i = 1) {ε : ℝ} (hε : 0 < ε) :
    ∃ h ∈ Set.Ioo 0 ε, ∀ y, y ≠ 0 → ∃ y₁ y₂, IsStep A b (fun x => x) h y y₁ ∧
      IsStep A b (fun x => x) (-h) y₁ y₂ ∧ y₂ ≠ y := by
  have hf : (fun x : ℝ => x) = fun x => 1 * x := by
    funext x
    rw [one_mul]
  rw [hf]
  obtain ⟨h, hh, hn⟩ := ((Set.Ioo_infinite hε).sdiff
    (finite_reversible_steps hA hb (one_ne_zero (α := ℝ)))).nonempty
  refine ⟨h, hh, fun y hy => ?_⟩
  have h1 := (isStep_iff hA b 1 h y _).2 rfl
  have h2 := (isStep_iff hA b 1 (-h) ((growthPoly A b).eval (1 * h) * y) _).2 rfl
  refine ⟨_, _, h1, h2, fun he => hn ⟨y, hy, _, h1, ?_⟩⟩
  rw [he] at h2
  exact h2
```

## Explicit Euler and the implicit midpoint rule

Consistency requires at least one stage. With exactly one, the conditions force $a_{00}=0$ and $b_0=1$, which is explicit Euler. For $\dot y=y$, the forward step gives $(1+h)y$ and the backward step multiplies by $1-h$, so the round trip gives $(1-h^2)y$. A non-zero state returns only for $h=0$.

```lean
/-- Explicit Euler for `y' = y`: a step with `h` followed by a step with `-h` multiplies the
state by `1 - h ^ 2`. -/
theorem euler_round_trip {h y y₁ y₂ : 𝕜}
    (h1 : IsStep (0 : Matrix (Fin 1) (Fin 1) 𝕜) ![1] (fun x => x) h y y₁)
    (h2 : IsStep (0 : Matrix (Fin 1) (Fin 1) 𝕜) ![1] (fun x => x) (-h) y₁ y₂) :
    y₂ = (1 - h ^ 2) * y := by
  obtain ⟨k, hk, rfl⟩ := h1
  obtain ⟨l, hl, rfl⟩ := h2
  have hs : ∀ m : Fin 1 → 𝕜, ∑ i, (![1] : Fin 1 → 𝕜) i * m i = m 0 := by
    intro m
    simp
  have a := hk 0
  have c := hl 0
  simp at a c
  rw [hs, hs, c, a]
  ring
```

Allowing a non-zero diagonal in the lower triangular matrix already makes the non-symmetry claim false. The midpoint rule has $a_{00}=1/2$ and $b_0=1$, so $y_1=y+hk$ and

$$y+\tfrac h2k=y_1-\tfrac h2k .$$

Both directions evaluate $f$ at the same point, and the same slope $k$ serves for the return. If the stage equation has several solutions, a numerical solver must also pick this one.

```lean
/-- The implicit midpoint rule is time-symmetric for every `y' = f y`. -/
theorem midpoint_timeSymmetric (f : 𝕜 → 𝕜) :
    IsTimeSymmetric (!![1 / 2] : Matrix (Fin 1) (Fin 1) 𝕜) ![1] f := by
  rintro h y y' ⟨k, hk, rfl⟩
  -- the backward step has the same midpoint, hence the same slope
  refine ⟨k, fun i => (hk i).trans (congrArg f ?_), by ring⟩
  obtain rfl : i = 0 := Subsingleton.elim _ _
  have ha : ∑ j, (!![1 / 2] : Matrix (Fin 1) (Fin 1) 𝕜) 0 j * k j = 1 / 2 * k 0 := by simp
  have hb : ∑ j, (![1] : Fin 1 → 𝕜) j * k j = k 0 := by simp
  linear_combination 2 * h * ha - h * hb

end

end ExplicitRungeKuttaReversibility
```

```lean
#print axioms ExplicitRungeKuttaReversibility.explicit_not_timeSymmetric
-- 'ExplicitRungeKuttaReversibility.explicit_not_timeSymmetric' depends on axioms: [propext, Classical.choice, Quot.sound]
#print axioms ExplicitRungeKuttaReversibility.exists_small_irreversible_step
-- 'ExplicitRungeKuttaReversibility.exists_small_irreversible_step' depends on axioms: [propext, Classical.choice, Quot.sound]
#print axioms ExplicitRungeKuttaReversibility.euler_round_trip
-- 'ExplicitRungeKuttaReversibility.euler_round_trip' depends on axioms: [propext, Classical.choice, Quot.sound]
#print axioms ExplicitRungeKuttaReversibility.midpoint_timeSymmetric
-- 'ExplicitRungeKuttaReversibility.midpoint_timeSymmetric' depends on axioms: [propext, Classical.choice, Quot.sound]
```
